# Fourth-order accuracy of the two-point Gauss Magnus step for a generator linear in time

Let R be a real associative algebra with unit, not necessarily commutative, and let a, b ∈ R. Write [x, y] = xy − yx. The propagator of a + bt is a formal power series Y(t) = Σ yₙtⁿ with

Y′ = (a + bt)Y, Y(0) = 1.

In quantum mechanics a + bt stands for −iH(t)/ħ, and complex matrices form such an R. For a step h, let A₁ and A₂ be the generator at h(1/2 − √3/6) and h(1/2 + √3/6), and set

Ω = h(A₁ + A₂)/2 − √3h²[A₁, A₂]/12.

Then Y(h) = exp(Ω) modulo h⁵, with h⁵ error [a,[a,[a,b]]]/720 + [[a,b],b]/240. The exponential midpoint rule exp(h(a + bh/2)) is correct through h², with h³ error −[a,b]/12. Errors are exact minus approximate.

For real-time propagation of orbitals in a fixed finite orthonormal basis, these are the h⁵ and h³ terms of the local errors of the two propagators when the Hamiltonian is prescribed and linear in time, with a the generator at the start of the step; a density-dependent Kohn–Sham Hamiltonian is not covered.

## Matching coefficients by hand

The initial value gives y₀ = 1, and the differential equation gives y₁ = a and (n+2)yₙ₊₂ = ayₙ₊₁ + byₙ. Hence

y₂ = (a² + b)/2
y₃ = (a³ + ab + 2ba)/6
y₄ = (a⁴ + a²b + 2aba + 3ba² + 3b²)/24
y₅ = (a⁵ + a³b + 2a²ba + 3aba² + 3ab² + 4ba³ + 4bab + 8b²a)/120.

For the exponent, A₁ + A₂ = 2a + bh and [A₁, A₂] = (√3/3)h[a,b]. Since (√3/12)(√3/3) = 1/12,

Ω = ha + h²b/2 − h³[a,b]/12.

With u = a, v = b/2 and w = −[a,b]/12, the coefficients of exp(Ω) are

e₀ = 1, e₁ = u, e₂ = v + u²/2
e₃ = w + (uv + vu)/2 + u³/6
e₄ = (uw + v² + wu)/2 + (u²v + uvu + vu²)/6 + u⁴/24
e₅ = (vw + wv)/2 + (u²w + uwu + wu² + uv² + vuv + v²u)/6 + (u³v + u²vu + uvu² + vu³)/24 + u⁵/120.

The first three match at once. At third order, −(ab − ba)/12 + (ab + ba)/4 = (ab + 2ba)/6, so e₃ = y₃. At fourth order, (uw + wu)/2 = −(a²b − ba²)/24; adding b²/8, (a²b + aba + ba²)/12 and a⁴/24 gives y₄. At fifth order the sums telescope to

e₅ = a⁵/120 + (a³b + 3a²ba + 3aba² + 5ba³)/144 + (ab² + 2bab + 3b²a)/48.

Therefore

y₅ − e₅ = (a³b − 3a²ba + 3aba² − ba³)/720 + (ab² − 2bab + b²a)/240,

which is the stated pair of nested commutators.

The midpoint exponent has w = 0. Orders below three are unchanged, and the third-order error is (ab + 2ba)/6 − (ab + ba)/4 = −[a,b]/12. It vanishes exactly when ab = ba.

## Series, propagator and exponents in Lean

The type `R⟦X⟧` holds formal series over R; its variable `X` serves as both t and h. No norm or convergence is involved, so the results concern coefficients, not error bounds at finite h.

```lean
import Mathlib

open PowerSeries

namespace MagnusFourthOrder

noncomputable section

variable {R : Type*} [Ring R] [Algebra ℝ R]

/-- The commutator `[x, y] = x y - y x`. -/
def bracket {S : Type*} [Ring S] (x y : S) : S := x * y - y * x

/-- The generator `a + b t`, linear in time, as a power series in `t`. -/
def linGen (a b : R) : R⟦X⟧ := C a + C b * X
```

The derivative acts on coefficients, and `IsPropagator` contains the differential equation and initial value.

```lean
/-- The time derivative of a power series, taken term by term. -/
def ddt (Y : R⟦X⟧) : R⟦X⟧ := mk fun n => ((n : ℝ) + 1) • coeff (n + 1) Y

/-- `Y` is the propagator of `a + b t`: `Y' = (a + b t) Y` and `Y(0) = 1`. -/
def IsPropagator (a b : R) (Y : R⟦X⟧) : Prop :=
  coeff 0 Y = 1 ∧ ddt Y = linGen a b * Y
```

The exponential is a finite sum at each order, which is the usual exponential for series without constant term, as both exponents here are.

```lean
/-- The exponential `∑ Ω^k / k!` of a series `Ω` without constant term; at order `n` only
the powers `k ≤ n` contribute. -/
def formalExp (Ω : R⟦X⟧) : R⟦X⟧ :=
  mk fun n => ∑ k ∈ Finset.range (n + 1), ((k.factorial : ℝ)⁻¹) • coeff n (Ω ^ k)
```

In `magnus4`, sampling at ch turns a + bt into a + (cb)h, hence the rescaled second argument of `linGen`.

```lean
/-- The Magnus exponent `h (A₁ + A₂) / 2 - √3 h² [A₁, A₂] / 12`, where `A₁` and `A₂` are the
generator at the times `h (1/2 ∓ √3/6)`. -/
def magnus4 (a b : R) : R⟦X⟧ :=
  (1 / 2 : ℝ) • (X * (linGen a ((1 / 2 - √3 / 6 : ℝ) • b) + linGen a ((1 / 2 + √3 / 6 : ℝ) • b)))
  - (√3 / 12 : ℝ) • (X ^ 2 *
      bracket (linGen a ((1 / 2 - √3 / 6 : ℝ) • b)) (linGen a ((1 / 2 + √3 / 6 : ℝ) • b)))

/-- The exponent `h (a + b h / 2)` of the exponential midpoint rule. -/
def midpoint (a b : R) : R⟦X⟧ := X * linGen a ((1 / 2 : ℝ) • b)
```

The recursion also defines a candidate solution.

```lean
/-- The Taylor coefficients of the propagator, built by recursion. -/
def dysonCoeff (a b : R) : ℕ → R
  | 0 => 1
  | 1 => a
  | n + 2 => ((n : ℝ) + 2)⁻¹ • (a * dysonCoeff a b (n + 1) + b * dysonCoeff a b n)
```

## Coefficients of the generator and its commutator

These lemmas extract coefficients of products with a linear series and of the commutator of two samples.

```lean
private lemma coeff_real_smul (n : ℕ) (r : ℝ) (f : R⟦X⟧) :
    coeff n (r • f) = r • coeff n f := rfl

omit [Algebra ℝ R] in
private lemma lin_mul_zero (a b : R) (f : R⟦X⟧) :
    coeff 0 (linGen a b * f) = a * coeff 0 f := by
  rw [linGen, add_mul, mul_assoc, map_add, coeff_C_mul, coeff_C_mul, coeff_zero_X_mul,
    mul_zero, add_zero]

omit [Algebra ℝ R] in
private lemma lin_mul_succ (a b : R) (f : R⟦X⟧) (n : ℕ) :
    coeff (n + 1) (linGen a b * f) = a * coeff (n + 1) f + b * coeff n f := by
  rw [linGen, add_mul, mul_assoc, map_add, coeff_C_mul, coeff_C_mul, coeff_succ_X_mul]

omit [Algebra ℝ R] in
private lemma lin_coeff (a b : R) : coeff 0 (linGen a b) = a ∧ coeff 1 (linGen a b) = b ∧
    ∀ n, coeff (n + 2) (linGen a b) = 0 := by
  refine ⟨?_, ?_, fun n => ?_⟩ <;>
    rw [linGen, map_add, coeff_C_mul, coeff_C, coeff_X] <;> simp

private lemma bracket_coeff (a b : R) (s t : ℝ) :
    coeff 0 (bracket (linGen a (s • b)) (linGen a (t • b))) = 0 ∧
    coeff 1 (bracket (linGen a (s • b)) (linGen a (t • b))) = (t - s) • bracket a b ∧
    ∀ n, coeff (n + 2) (bracket (linGen a (s • b)) (linGen a (t • b))) = 0 := by
  obtain ⟨s0, s1, s2⟩ := lin_coeff a (s • b)
  obtain ⟨t0, t1, t2⟩ := lin_coeff a (t • b)
  refine ⟨?_, ?_, fun n => ?_⟩
  · rw [bracket, map_sub, lin_mul_zero, lin_mul_zero, s0, t0, sub_self]
  · rw [bracket, map_sub, lin_mul_succ _ _ _ 0, lin_mul_succ _ _ _ 0, zero_add, s0, t0, s1, t1]
    simp only [bracket, smul_mul_assoc, mul_smul_comm]
    module
  · rw [bracket, map_sub, lin_mul_succ _ _ _ (n + 1), lin_mul_succ _ _ _ (n + 1), s2 n, t2 n]
    rcases n with _ | n
    · rw [zero_add, s1, t1]
      simp only [smul_mul_assoc, mul_smul_comm, mul_zero]
      module
    · rw [s2 n, t2 n]
      simp only [mul_zero, add_zero, sub_self]
```

## The propagator through fifth order

A propagator exists for every a and b:

```lean
/-- For every `a` and `b` the recursively built series is a propagator of `a + b t`. -/
theorem propagator_witness (a b : R) : IsPropagator a b (mk (dysonCoeff a b)) := by
  refine ⟨by rw [coeff_mk, dysonCoeff], ?_⟩
  ext n
  rcases n with _ | n
  · rw [lin_mul_zero, ddt, coeff_mk, coeff_mk, coeff_mk]
    simp [dysonCoeff]
  · rw [lin_mul_succ, ddt, coeff_mk, coeff_mk, coeff_mk, coeff_mk, dysonCoeff, smul_smul]
    have e : (((n + 1 : ℕ) : ℝ) + 1) * ((n : ℝ) + 2)⁻¹ = 1 := by
      have : (n : ℝ) + 2 ≠ 0 := by positivity
      push_cast
      rw [show (n : ℝ) + 1 + 1 = n + 2 by ring, mul_inv_cancel₀ this]
    rw [e, one_smul]
```

For an arbitrary propagator, `step` is the recursion for yₙ₊₂, and four applications give y₂ to y₅.

```lean
private lemma step {a b : R} {Y : R⟦X⟧} (h : IsPropagator a b Y) (n : ℕ) (r : ℝ)
    (hr : r = (n : ℝ) + 2) {p q : R} (hp : coeff (n + 1) Y = p) (hq : coeff n Y = q) :
    coeff (n + 2) Y = r⁻¹ • (a * p + b * q) := by
  have e := congrArg (coeff (n + 1)) h.2
  rw [lin_mul_succ, ddt, coeff_mk, hp, hq] at e
  have hr' : r = ((n + 1 : ℕ) : ℝ) + 1 := by rw [hr]; push_cast; ring
  have h0 : r ≠ 0 := by rw [hr]; positivity
  rw [← e, ← hr', smul_smul, inv_mul_cancel₀ h0, one_smul]

/-- The Taylor coefficients of the propagator of `a + b t` through order `t⁵`, with the operator
ordering kept. -/
theorem dyson_expansion {a b : R} {Y : R⟦X⟧} (h : IsPropagator a b Y) :
    coeff 0 Y = 1 ∧ coeff 1 Y = a ∧ coeff 2 Y = (1 / 2 : ℝ) • (a * a + b) ∧
    coeff 3 Y = (1 / 6 : ℝ) • (a * a * a + a * b + (2 : ℝ) • (b * a)) ∧
    coeff 4 Y = (1 / 24 : ℝ) • (a * a * a * a + a * a * b + (2 : ℝ) • (a * b * a)
      + (3 : ℝ) • (b * a * a) + (3 : ℝ) • (b * b)) ∧
    coeff 5 Y = (1 / 120 : ℝ) • (a * a * a * a * a + a * a * a * b + (2 : ℝ) • (a * a * b * a)
      + (3 : ℝ) • (a * b * a * a) + (3 : ℝ) • (a * b * b) + (4 : ℝ) • (b * a * a * a)
      + (4 : ℝ) • (b * a * b) + (8 : ℝ) • (b * b * a)) := by
  have y0 := h.1
  have y1 : coeff 1 Y = a := by
    have e := congrArg (coeff 0) h.2
    rw [lin_mul_zero, ddt, coeff_mk, y0] at e
    simpa using e
  -- each order follows from the two preceding ones
  have y2 := step h 0 2 (by norm_num) y1 y0
  have y3 := step h 1 3 (by norm_num) y2 y1
  have y4 := step h 2 4 (by norm_num) y3 y2
  have y5 := step h 3 5 (by norm_num) y4 y3
  refine ⟨y0, y1, y2.trans ?_, y3.trans ?_, y4.trans ?_, y5.trans ?_⟩ <;>
    simp only [mul_add, mul_smul_comm, mul_assoc, mul_one] <;> module
```

## The exponent and its exponential

The Gauss exponent has no terms beyond h³; `linear_combination` supplies the cancellation of √3.

```lean
/-- The Gauss-point Magnus exponent is exactly `h a + h² b / 2 - h³ [a, b] / 12`. -/
theorem magnus4_coeff (a b : R) :
    coeff 0 (magnus4 a b) = 0 ∧ coeff 1 (magnus4 a b) = a ∧
    coeff 2 (magnus4 a b) = (1 / 2 : ℝ) • b ∧
    coeff 3 (magnus4 a b) = (-(1 / 12) : ℝ) • bracket a b ∧
    ∀ n, coeff (n + 4) (magnus4 a b) = 0 := by
  obtain ⟨s0, s1, s2⟩ := lin_coeff a ((1 / 2 - √3 / 6 : ℝ) • b)
  obtain ⟨t0, t1, t2⟩ := lin_coeff a ((1 / 2 + √3 / 6 : ℝ) • b)
  obtain ⟨c0, c1, c2⟩ := bracket_coeff a b (1 / 2 - √3 / 6) (1 / 2 + √3 / 6)
  rw [magnus4, pow_two, mul_assoc]
  refine ⟨?_, ?_, ?_, ?_, fun n => ?_⟩ <;> rw [map_sub, coeff_real_smul, coeff_real_smul]
  · rw [coeff_zero_X_mul, coeff_zero_X_mul]
    module
  · rw [coeff_succ_X_mul 0, coeff_succ_X_mul 0, coeff_zero_X_mul, map_add, s0, t0]
    module
  · rw [coeff_succ_X_mul 1, coeff_succ_X_mul 1, coeff_succ_X_mul 0, map_add, s1, t1, c0]
    module
  · rw [coeff_succ_X_mul 2, coeff_succ_X_mul 2, coeff_succ_X_mul 1, map_add, s2 0, t2 0, c1,
      smul_smul]
    -- the two factors √3 combine to a rational number
    have e : √3 / 12 * (1 / 2 + √3 / 6 - (1 / 2 - √3 / 6)) = (1 / 12 : ℝ) := by
      linear_combination (1 / 36) * Real.mul_self_sqrt (show (0 : ℝ) ≤ 3 by norm_num)
    rw [e]
    module
  · rw [coeff_succ_X_mul (n + 3), coeff_succ_X_mul (n + 3), coeff_succ_X_mul (n + 2), map_add,
      s2 (n + 1), t2 (n + 1), c2 n]
    module
```

The Cauchy product expands the powers of Ω into the ordered products listed by hand.

```lean
omit [Algebra ℝ R] in
private lemma coeff_cauchy (n : ℕ) (f g : R⟦X⟧) :
    coeff n (f * g) = ∑ k ∈ Finset.range (n + 1), coeff k f * coeff (n - k) g := by
  rw [coeff_mul, Finset.Nat.sum_antidiagonal_eq_sum_range_succ_mk]

/-- The exponential of `h u + h² v + h³ w`, up to terms beyond `h⁵` in the exponent, expanded
through fifth order with the operator ordering kept. -/
theorem exp_expansion {Ω : R⟦X⟧} {u v w : R} (h0 : coeff 0 Ω = 0) (h1 : coeff 1 Ω = u)
    (h2 : coeff 2 Ω = v) (h3 : coeff 3 Ω = w) (h4 : coeff 4 Ω = 0) (h5 : coeff 5 Ω = 0) :
    coeff 0 (formalExp Ω) = 1 ∧ coeff 1 (formalExp Ω) = u ∧
    coeff 2 (formalExp Ω) = v + (1 / 2 : ℝ) • (u * u) ∧
    coeff 3 (formalExp Ω) = w + (1 / 2 : ℝ) • (u * v + v * u) + (1 / 6 : ℝ) • (u * u * u) ∧
    coeff 4 (formalExp Ω) = (1 / 2 : ℝ) • (u * w + v * v + w * u)
      + (1 / 6 : ℝ) • (u * u * v + u * v * u + v * u * u) + (1 / 24 : ℝ) • (u * u * u * u) ∧
    coeff 5 (formalExp Ω) = (1 / 2 : ℝ) • (v * w + w * v)
      + (1 / 6 : ℝ) • (u * u * w + u * w * u + w * u * u + u * v * v + v * u * v + v * v * u)
      + (1 / 24 : ℝ) • (u * u * u * v + u * u * v * u + u * v * u * u + v * u * u * u)
      + (1 / 120 : ℝ) • (u * u * u * u * u) := by
  refine ⟨?_, ?_, ?_, ?_, ?_, ?_⟩ <;>
    simp only [formalExp, coeff_mk, Finset.sum_range_succ, Finset.sum_range_zero, pow_succ,
      pow_zero, one_mul, coeff_one, coeff_cauchy, h0, h1, h2, h3, h4, h5, Nat.reduceSub,
      Nat.reduceAdd, Nat.reduceMul, Nat.factorial, Nat.succ_eq_add_one, Nat.cast_ofNat,
      Nat.cast_one, mul_one, mul_zero, zero_mul, add_zero, zero_add, smul_zero, reduceIte,
      OfNat.ofNat_ne_zero, one_ne_zero, mul_add, mul_assoc] <;> module
```

## Comparing ordered words with `module`

The comparisons turn on the tactic `module`. First `simp only` expands commutators, distributes products, moves real scalars outside and uses `mul_assoc` to bracket every word alike. Then `module` treats words such as aba and ba² as distinct atoms and compares their real coefficients. It never commutes a past b, so operator ordering is preserved.

Agreement modulo h⁵ is equality of the coefficients with `n < 5`:

```lean
/-- Fourth-order Magnus integrator: the exponential of the Gauss-point exponent equals the
propagator of `a + b t` modulo `h⁵`. -/
theorem magnus_fourth_order {a b : R} {Y : R⟦X⟧} (h : IsPropagator a b Y) :
    ∀ n < 5, coeff n Y = coeff n (formalExp (magnus4 a b)) := by
  obtain ⟨y0, y1, y2, y3, y4, -⟩ := dyson_expansion h
  obtain ⟨m0, m1, m2, m3, m4⟩ := magnus4_coeff a b
  obtain ⟨e0, e1, e2, e3, e4, -⟩ := exp_expansion m0 m1 m2 m3 (m4 0) (m4 1)
  intro n hn
  interval_cases n
  · rw [y0, e0]
  · rw [y1, e1]
  · rw [y2, e2]
    module
  · rw [y3, e3]
    simp only [bracket, smul_mul_assoc, mul_smul_comm, mul_assoc]
    module
  · rw [y4, e4]
    simp only [bracket, mul_sub, sub_mul, smul_mul_assoc, mul_smul_comm, mul_assoc]
    module
```

The same comparison at order five leaves the nested commutators:

```lean
/-- The `h⁵` term of the error of the Magnus step is
`[a, [a, [a, b]]] / 720 + [[a, b], b] / 240`. -/
theorem magnus_leading_error {a b : R} {Y : R⟦X⟧} (h : IsPropagator a b Y) :
    coeff 5 (Y - formalExp (magnus4 a b)) =
      (1 / 720 : ℝ) • bracket a (bracket a (bracket a b))
      + (1 / 240 : ℝ) • bracket (bracket a b) b := by
  obtain ⟨-, -, -, -, -, y5⟩ := dyson_expansion h
  obtain ⟨m0, m1, m2, m3, m4⟩ := magnus4_coeff a b
  obtain ⟨-, -, -, -, -, e5⟩ := exp_expansion m0 m1 m2 m3 (m4 0) (m4 1)
  rw [map_sub, y5, e5]
  simp only [bracket, mul_sub, sub_mul, smul_mul_assoc, mul_smul_comm, mul_assoc]
  module
```

For the midpoint rule, `exp_expansion` is applied with w = 0:

```lean
/-- The exponential midpoint rule agrees with the propagator through `h²`, and its error at
order `h³` is `-[a, b] / 12`. -/
theorem midpoint_error {a b : R} {Y : R⟦X⟧} (h : IsPropagator a b Y) :
    (∀ n < 3, coeff n (Y - formalExp (midpoint a b)) = 0) ∧
    coeff 3 (Y - formalExp (midpoint a b)) = (-(1 / 12) : ℝ) • bracket a b := by
  obtain ⟨y0, y1, y2, y3, -, -⟩ := dyson_expansion h
  obtain ⟨s0, s1, s2⟩ := lin_coeff a ((1 / 2 : ℝ) • b)
  have m0 : coeff 0 (midpoint a b) = 0 := coeff_zero_X_mul _
  have m (n : ℕ) : coeff (n + 1) (midpoint a b) = coeff n (linGen a ((1 / 2 : ℝ) • b)) :=
    coeff_succ_X_mul n _
  obtain ⟨e0, e1, e2, e3, -, -⟩ := exp_expansion m0 ((m 0).trans s0) ((m 1).trans s1)
    ((m 2).trans (s2 0)) ((m 3).trans (s2 1)) ((m 4).trans (s2 2))
  constructor
  · intro n hn
    interval_cases n
    · rw [map_sub, y0, e0, sub_self]
    · rw [map_sub, y1, e1, sub_self]
    · rw [map_sub, y2, e2]
      module
  · rw [map_sub, y3, e3]
    simp only [bracket, smul_mul_assoc, mul_smul_comm, mul_assoc]
    module
```

Multiplying the third-order error by −12 recovers the commutator, which gives the criterion:

```lean
/-- The midpoint rule is correct at order `h³` exactly when `a` and `b` commute. -/
theorem midpoint_third_order_iff {a b : R} {Y : R⟦X⟧} (h : IsPropagator a b Y) :
    coeff 3 Y = coeff 3 (formalExp (midpoint a b)) ↔ a * b = b * a := by
  have e := (midpoint_error h).2
  rw [map_sub] at e
  rw [← sub_eq_zero, e, ← sub_eq_zero (a := a * b)]
  constructor
  · intro h0
    have h1 := congrArg (fun x : R => (-12 : ℝ) • x) h0
    simp only [smul_smul, smul_zero] at h1
    rw [show (-12 : ℝ) * -(1 / 12) = 1 by norm_num, one_smul] at h1
    exact h1
  · intro h0
    rw [bracket, h0, smul_zero]

end

end MagnusFourthOrder
```

```lean
#print axioms MagnusFourthOrder.magnus_fourth_order
#print axioms MagnusFourthOrder.magnus_leading_error
#print axioms MagnusFourthOrder.midpoint_third_order_iff
```

```
'MagnusFourthOrder.magnus_fourth_order' depends on axioms: [propext, Classical.choice, Quot.sound]
'MagnusFourthOrder.magnus_leading_error' depends on axioms: [propext, Classical.choice, Quot.sound]
'MagnusFourthOrder.midpoint_third_order_iff' depends on axioms: [propext, Classical.choice, Quot.sound]
```
